# Symmetric splitting of $a\sigma_x+b\sigma_z$ underestimates the two-level gap for positive $a$, $b$, $h$ with $ha<\pi$

The eigenvalues of a time step fix its phases only modulo $2\pi$, so a gap can be assigned to the step only after a branch has been chosen. Here $\hbar=1$, and the split step, of duration $h$, gets the phase $t\in[0,\pi]$ with $\cos t=\cos(ha)\cos(hb)$, and its gap is $2t/h$. This is compared with the gap $2\sqrt{a^2+b^2}$ of the Hamiltonian, whose phase over one step, $h\sqrt{a^2+b^2}$, is not reduced modulo $2\pi$. For $0<ha,hb<\pi/2$ both phases lie below $\pi$ and the comparison is unambiguous.

In Lean 4 with Mathlib:

```lean
import Mathlib

open Matrix
open Complex (I)
open scoped Real

namespace SplitStepTwoLevel

noncomputable section
```

## The two-level model and its time step

The Hamiltonian is $H=aX+bZ$, with $X=\sigma_x$, $Z=\sigma_z$ and real $a,b$, in an orthonormal basis.

```lean
/-- The Pauli matrix `σ_x`. -/
def sigmaX : Matrix (Fin 2) (Fin 2) ℂ := !![0, 1; 1, 0]

/-- The Pauli matrix `σ_z`. -/
def sigmaZ : Matrix (Fin 2) (Fin 2) ℂ := !![1, 0; 0, -1]

/-- The two-level Hamiltonian `a σ_x + b σ_z`. -/
def hamiltonian (a b : ℝ) : Matrix (Fin 2) (Fin 2) ℂ :=
  (a : ℂ) • sigmaX + (b : ℂ) • sigmaZ
```

With $\hbar=1$, evolution over a time $\tau$ is $e^{-i\tau H}$. `NormedSpace.exp` is the true matrix exponential, not a truncated series.

```lean
/-- The propagator `exp(-i τ H)` over a time `τ`, with `ħ = 1`. -/
def propagator (H : Matrix (Fin 2) (Fin 2) ℂ) (τ : ℝ) : Matrix (Fin 2) (Fin 2) ℂ :=
  NormedSpace.exp ((-(I * (τ : ℂ))) • H)
```

The split step is $U=e^{-ihaX/2}\,e^{-ihbZ}\,e^{-ihaX/2}$. In a calculation it acts on two amplitudes. The outer factors mix them,
$$c_1\mapsto c_1\cos\tfrac{ha}{2}-ic_2\sin\tfrac{ha}{2},\qquad c_2\mapsto c_2\cos\tfrac{ha}{2}-ic_1\sin\tfrac{ha}{2},$$
and the middle factor multiplies them by $e^{-ihb}$ and $e^{ihb}$. Split-operator propagation on a grid has the same pattern, with the kinetic and potential terms in place of $X$ and $Z$.

```lean
/-- The symmetric split step: half a step with `a σ_x`, a full step with `b σ_z`,
and another half step with `a σ_x`. -/
def splitStep (a b h : ℝ) : Matrix (Fin 2) (Fin 2) ℂ :=
  propagator ((a : ℂ) • sigmaX) (h / 2) * propagator ((b : ℂ) • sigmaZ) h *
    propagator ((a : ℂ) • sigmaX) (h / 2)
```

The choice of branch is made by the arccosine.

```lean
/-- The phase `t` in `[0, π]` with `cos t = cos(ha) cos(hb)`. -/
def splitPhase (a b h : ℝ) : ℝ := Real.arccos (Real.cos (h * a) * Real.cos (h * b))
```

## Eigenvalues of the exact and split steps

If $P^2=1$, the even powers in the exponential series give a cosine and the odd powers a sine:
$$e^{-i\tau EP}=\cos(E\tau)-i\sin(E\tau)P.$$
The proof obtains this without summing the series. Since $(-iP)^2=-1$, the map $f(x+iy)=x+y(-iP)$, with $x,y$ real, is a homomorphism of real algebras from the complex numbers to matrices. It is continuous, so it carries $e^{iE\tau}$ to $e^{-i\tau EP}$.

```lean
/-- If `P² = 1`, the Hamiltonian `E P` generates the evolution
`cos(Eτ) - i sin(Eτ) P`. -/
theorem propagator_involution {P : Matrix (Fin 2) (Fin 2) ℂ} (hP : P * P = 1) (E τ : ℝ) :
    propagator ((E : ℂ) • P) τ =
      (Real.cos (E * τ) : ℂ) • (1 : Matrix (Fin 2) (Fin 2) ℂ)
        - (I * (Real.sin (E * τ) : ℂ)) • P := by
  have hJ : ((-I) • P) * ((-I) • P) = -1 := by
    rw [smul_mul_smul_comm, hP]
    simp
  -- the real-algebra homomorphism from ℂ that sends i to -iP carries exp to exp
  let f := Complex.liftAux ((-I) • P) hJ
  have hf : Continuous f := f.toLinearMap.continuous_of_finiteDimensional
  have key : f (NormedSpace.exp (((E * τ : ℝ) : ℂ) * I)) =
      NormedSpace.exp (f (((E * τ : ℝ) : ℂ) * I)) := by
    let : NormedRing (Matrix (Fin 2) (Fin 2) ℂ) := Matrix.linftyOpNormedRing
    let : NormedAlgebra ℝ (Matrix (Fin 2) (Fin 2) ℂ) := Matrix.linftyOpNormedAlgebra
    exact NormedSpace.map_exp f hf _
  have he : f (((E * τ : ℝ) : ℂ) * I) = (-(I * (τ : ℂ))) • ((E : ℂ) • P) := by
    change Complex.liftAux ((-I) • P) hJ _ = _
    rw [Complex.liftAux_apply, Complex.re_ofReal_mul, Complex.im_ofReal_mul,
      Complex.I_re, Complex.I_im, mul_zero, mul_one, map_zero, zero_add]
    ext i j
    simp only [Matrix.smul_apply, smul_eq_mul, Complex.real_smul, Complex.ofReal_mul]
    ring
  rw [propagator, ← he, ← key, ← Complex.exp_eq_exp_ℂ]
  change Complex.liftAux ((-I) • P) hJ _ = _
  rw [Complex.liftAux_apply, Complex.exp_ofReal_mul_I_re, Complex.exp_ofReal_mul_I_im,
    Algebra.algebraMap_eq_smul_one]
  ext i j
  simp only [Matrix.add_apply, Matrix.sub_apply, Matrix.smul_apply, smul_eq_mul,
    Complex.real_smul]
  ring
```

For a $2\times2$ matrix with determinant $1$ and trace $2\cos t$,
$$\det(z-U)=z^2-2z\cos t+1=(z-e^{it})(z-e^{-it}).$$
Stating this for every complex $z$ gives the eigenvalues with their multiplicities.

```lean
/-- A two-level step with determinant one and trace `2 cos t` has the
eigenvalues `exp(it)` and `exp(-it)`, counted with multiplicity. -/
theorem det_of_trace {U : Matrix (Fin 2) (Fin 2) ℂ} {t : ℝ} (hdet : U.det = 1)
    (htr : U.trace = 2 * (Real.cos t : ℂ)) (z : ℂ) :
    (z • (1 : Matrix (Fin 2) (Fin 2) ℂ) - U).det =
      (z - Complex.exp (t * I)) * (z - Complex.exp (-t * I)) := by
  rw [Matrix.det_fin_two] at hdet
  rw [Matrix.trace_fin_two, Complex.ofReal_cos] at htr
  rw [Complex.exp_mul_I, Complex.exp_mul_I, Complex.cos_neg, Complex.sin_neg,
    Matrix.det_fin_two]
  simp only [Matrix.sub_apply, Matrix.smul_apply, smul_eq_mul, Matrix.one_apply_eq,
    Matrix.one_apply_ne (show (0 : Fin 2) ≠ 1 by decide),
    Matrix.one_apply_ne (show (1 : Fin 2) ≠ 0 by decide)]
  linear_combination hdet - z * htr - Complex.sin_sq_add_cos_sq (t : ℂ)
    + Complex.sin (t : ℂ) ^ 2 * Complex.I_sq
```

For the exact step, put $E=\sqrt{a^2+b^2}$ and $(a,b)=E(u,v)$ with $u^2+v^2=1$; if $E=0$, take $(u,v)=(1,0)$. Because $XZ+ZX=0$, the matrix $P=uX+vZ$ satisfies $P^2=1$, so
$$e^{-ihH}=\cos(hE)-i\sin(hE)P.$$
Its trace is $2\cos(hE)$, and its determinant is $\cos^2(hE)+\sin^2(hE)(u^2+v^2)=1$. The eigenvalues are therefore $e^{\pm ihE}$.

```lean
/-- The exact step `exp(-ihH)` with `H = a σ_x + b σ_z` has the eigenvalues
`exp(±i h √(a² + b²))`. -/
theorem exact_eigenvalues (a b h : ℝ) (z : ℂ) :
    (z • (1 : Matrix (Fin 2) (Fin 2) ℂ) - propagator (hamiltonian a b) h).det =
      (z - Complex.exp ((h * √(a ^ 2 + b ^ 2) : ℝ) * I)) *
        (z - Complex.exp (-(h * √(a ^ 2 + b ^ 2) : ℝ) * I)) := by
  have hE : √(a ^ 2 + b ^ 2) ^ 2 = a ^ 2 + b ^ 2 := Real.sq_sqrt (by positivity)
  generalize √(a ^ 2 + b ^ 2) = E at *
  -- write the field (a, b) as its strength E times a unit direction (u, v)
  obtain ⟨u, v, huv, rfl, rfl⟩ : ∃ u v : ℝ, u ^ 2 + v ^ 2 = 1 ∧ a = E * u ∧ b = E * v := by
    by_cases h0 : E = 0
    · subst h0
      have ha : a = 0 := by nlinarith [sq_nonneg a, sq_nonneg b]
      have hb : b = 0 := by nlinarith [sq_nonneg a, sq_nonneg b]
      exact ⟨1, 0, by norm_num, by simp [ha], by simp [hb]⟩
    · refine ⟨a / E, b / E, ?_, by field_simp, by field_simp⟩
      rw [div_pow, div_pow, ← add_div, ← hE, div_self (pow_ne_zero 2 h0)]
  have huv' : (u : ℂ) ^ 2 + (v : ℂ) ^ 2 = 1 := by exact_mod_cast huv
  have hP : hamiltonian u v * hamiltonian u v = 1 := by
    ext i j
    fin_cases i <;> fin_cases j <;>
      simp [hamiltonian, sigmaX, sigmaZ, Matrix.mul_apply, Fin.sum_univ_succ] <;>
      first | ring1 | linear_combination huv'
  have hH : hamiltonian (E * u) (E * v) = (E : ℂ) • hamiltonian u v := by
    simp only [hamiltonian, Complex.ofReal_mul]
    module
  have hcs := Real.sin_sq_add_cos_sq (h * E)
  apply det_of_trace
  all_goals
    rw [hH, propagator_involution hP, mul_comm E h]
    generalize Real.cos (h * E) = c at *
    generalize Real.sin (h * E) = s at *
    have hcs' : (s : ℂ) ^ 2 + (c : ℂ) ^ 2 = 1 := by exact_mod_cast hcs
  · simp [hamiltonian, sigmaX, sigmaZ, Matrix.det_fin_two]
    linear_combination hcs' - (s : ℂ) ^ 2 * ((u : ℂ) ^ 2 + (v : ℂ) ^ 2) * Complex.I_sq
      + (s : ℂ) ^ 2 * huv'
  · simp [hamiltonian, sigmaX, sigmaZ, Matrix.trace_fin_two]
    ring
```

For the split step, each factor has determinant $1$. Moving one outer factor around the trace gives
$$\operatorname{tr}U=\operatorname{tr}\big[(\cos ha-i\sin ha\,X)(\cos hb-i\sin hb\,Z)\big]=2\cos(ha)\cos(hb),$$
since $X$, $Z$ and $XZ$ are traceless. The code multiplies out the entries and uses $\cos ha=\cos^2(ha/2)-\sin^2(ha/2)$. It also checks that $\cos(ha)\cos(hb)$ lies in $[-1,1]$, so that the arccosine really has this cosine.

```lean
/-- The split step has the eigenvalues `exp(±it)` with `cos t = cos(ha) cos(hb)`. -/
theorem split_eigenvalues (a b h : ℝ) (z : ℂ) :
    (z • (1 : Matrix (Fin 2) (Fin 2) ℂ) - splitStep a b h).det =
      (z - Complex.exp (splitPhase a b h * I)) *
        (z - Complex.exp (-splitPhase a b h * I)) := by
  have hX : sigmaX * sigmaX = 1 := by
    ext i j
    fin_cases i <;> fin_cases j <;> simp [sigmaX, Matrix.mul_apply, Fin.sum_univ_succ]
  have hZ : sigmaZ * sigmaZ = 1 := by
    ext i j
    fin_cases i <;> fin_cases j <;> simp [sigmaZ, Matrix.mul_apply, Fin.sum_univ_succ]
  have hcos : Real.cos (splitPhase a b h) = Real.cos (h * a) * Real.cos (h * b) := by
    have h1 := Real.cos_add (h * a) (h * b)
    have h2 := Real.cos_sub (h * a) (h * b)
    apply Real.cos_arccos
    · linarith [Real.neg_one_le_cos (h * a + h * b), Real.neg_one_le_cos (h * a - h * b)]
    · linarith [Real.cos_le_one (h * a + h * b), Real.cos_le_one (h * a - h * b)]
  have hdouble : Real.cos (h * a) =
      Real.cos (a * (h / 2)) ^ 2 - Real.sin (a * (h / 2)) ^ 2 := by
    rw [show h * a = 2 * (a * (h / 2)) by ring, Real.cos_two_mul']
  have h1 := Real.sin_sq_add_cos_sq (a * (h / 2))
  have h2 := Real.sin_sq_add_cos_sq (b * h)
  apply det_of_trace
  on_goal 2 => rw [hcos, hdouble, mul_comm h b]
  all_goals
    rw [splitStep, propagator_involution hX, propagator_involution hZ]
    generalize Real.cos (a * (h / 2)) = c at *
    generalize Real.sin (a * (h / 2)) = s at *
    generalize Real.cos (b * h) = C at *
    generalize Real.sin (b * h) = S at *
    have h1' : (s : ℂ) ^ 2 + (c : ℂ) ^ 2 = 1 := by exact_mod_cast h1
    have h2' : (S : ℂ) ^ 2 + (C : ℂ) ^ 2 = 1 := by exact_mod_cast h2
  · have dX : ((c : ℂ) • (1 : Matrix (Fin 2) (Fin 2) ℂ) - (I * (s : ℂ)) • sigmaX).det = 1 := by
      simp [sigmaX, Matrix.det_fin_two]
      linear_combination h1' - (s : ℂ) ^ 2 * Complex.I_sq
    have dZ : ((C : ℂ) • (1 : Matrix (Fin 2) (Fin 2) ℂ) - (I * (S : ℂ)) • sigmaZ).det = 1 := by
      simp [sigmaZ, Matrix.det_fin_two]
      linear_combination h2' - (S : ℂ) ^ 2 * Complex.I_sq
    rw [Matrix.det_mul, Matrix.det_mul, dX, dZ, one_mul, one_mul]
  · simp [sigmaX, sigmaZ, Matrix.trace_fin_two, Matrix.mul_apply, Fin.sum_univ_two,
      Matrix.one_apply]
    linear_combination 2 * (C : ℂ) * (s : ℂ) ^ 2 * Complex.I_sq
```

## A tangent bound for the cosine

The sine is strictly concave on $[0,\pi]$ and vanishes at $0$. For $0<x<y\le\pi$, writing $x$ as the weighted mean $(x/y)\,y+(1-x/y)\,0$ gives $\sin x>(x/y)\sin y$.

```lean
/-- The ratio `sin x / x` decreases strictly on `(0, π]`, written without division. -/
theorem mul_sin_lt {x y : ℝ} (hx : 0 < x) (hxy : x < y) (hy : y ≤ π) :
    x * Real.sin y < y * Real.sin x := by
  have hy0 : 0 < y := hx.trans hxy
  have h := strictConcaveOn_sin_Icc.2 (⟨le_rfl, Real.pi_pos.le⟩ : (0 : ℝ) ∈ Set.Icc 0 π)
    (⟨hy0.le, hy⟩ : y ∈ Set.Icc 0 π) hy0.ne
    (sub_pos.2 ((div_lt_one hy0).2 hxy)) (div_pos hx hy0) (sub_add_cancel 1 (x / y))
  simp only [smul_eq_mul, Real.sin_zero, mul_zero, zero_add] at h
  rw [div_mul_cancel₀ _ hy0.ne', div_mul_eq_mul_div, div_lt_iff₀ hy0] at h
  linarith
```

Now fix $0<r<\pi$, put $k=\sin r/r$ and let $g(y)=\cos y+ky^2/2$. For $y>0$,
$$g'(y)=ky-\sin y=y\left(\frac{\sin r}{r}-\frac{\sin y}{y}\right).$$
This is negative for $0<y<r$ and positive for $r<y\le\pi$, by the previous step. It stays positive for $\pi\le y<2\pi$, where $\sin y\le0<ky$. Hence $g(x)>g(r)$ for every $x\ne r$ in $[0,2\pi]$, which is
$$\cos x>\cos r+\frac{k}{2}(r^2-x^2).$$

```lean
/-- As a function of `x²`, the cosine lies strictly above its tangent at `r²`, for
`0 < r < π` and `0 ≤ x ≤ 2π` with `x ≠ r`. -/
theorem cos_tangent {r x : ℝ} (hr0 : 0 < r) (hr : r < π) (hx0 : 0 ≤ x) (hx : x ≤ 2 * π)
    (hxr : x ≠ r) :
    Real.cos r + Real.sin r / r / 2 * (r ^ 2 - x ^ 2) < Real.cos x := by
  let g : ℝ → ℝ := fun y => Real.cos y + Real.sin r / r / 2 * (y * y)
  have hd : ∀ y, HasDerivAt g (-Real.sin y + Real.sin r / r * y) y := fun y =>
    ((Real.hasDerivAt_cos y).fun_add
      (((hasDerivAt_id' y).fun_mul (hasDerivAt_id' y)).const_mul
        (Real.sin r / r / 2))).congr_deriv (by ring)
  have hc : Continuous g := continuous_iff_continuousAt.2 fun y => (hd y).continuousAt
  have h : g r < g x := by
    rcases lt_or_gt_of_ne hxr with hlt | hgt
    · -- g decreases up to r
      refine strictAntiOn_of_deriv_neg (convex_Icc 0 r) hc.continuousOn (fun y hy => ?_)
        ⟨hx0, hlt.le⟩ ⟨hr0.le, le_rfl⟩ hlt
      rw [interior_Icc] at hy
      have h1 := mul_sin_lt hy.1 hy.2 hr.le
      have h2 : Real.sin r / r * y < Real.sin y := by
        rw [div_mul_eq_mul_div, div_lt_iff₀ hr0]
        linarith
      rw [(hd y).deriv]
      linarith
    · -- g increases from r to 2π
      refine strictMonoOn_of_deriv_pos (convex_Icc r (2 * π)) hc.continuousOn
        (fun y hy => ?_) ⟨le_rfl, by linarith⟩ ⟨hgt.le, hx⟩ hgt
      rw [interior_Icc] at hy
      have h2 : Real.sin y < Real.sin r / r * y := by
        rw [div_mul_eq_mul_div, lt_div_iff₀ hr0]
        rcases le_total y π with hy1 | hy1
        · linarith [mul_sin_lt hr0 hy.1 hy1]
        · have h3 := Real.sin_nonneg_of_nonneg_of_le_pi (sub_nonneg.2 hy1)
            (by linarith [hy.2])
          rw [Real.sin_sub_pi] at h3
          nlinarith [mul_pos (Real.sin_pos_of_pos_of_lt_pi hr0 hr) (hr0.trans hy.1),
            mul_nonneg h3 hr0.le]
      rw [(hd y).deriv]
      linarith
  dsimp only [g] at h
  linarith
```

Let $\alpha,\beta>0$ and $r=\sqrt{\alpha^2+\beta^2}<\pi$. Then $|\alpha-\beta|<r<\alpha+\beta<2\pi$ and $(\alpha\pm\beta)^2=r^2\pm2\alpha\beta$. The tangent bound at these two points reads
$$\cos(\alpha+\beta)>\cos r-k\alpha\beta,\qquad \cos(\alpha-\beta)>\cos r+k\alpha\beta.$$
Adding them cancels the terms in $k$ and leaves $\cos\alpha\cos\beta>\cos r$.

```lean
/-- For positive angles with `√(α² + β²) < π`, the product `cos α cos β` exceeds
`cos √(α² + β²)`. -/
theorem cos_sqrt_lt {α β : ℝ} (hα : 0 < α) (hβ : 0 < β) (hr : √(α ^ 2 + β ^ 2) < π) :
    Real.cos √(α ^ 2 + β ^ 2) < Real.cos α * Real.cos β := by
  have hr2 : √(α ^ 2 + β ^ 2) ^ 2 = α ^ 2 + β ^ 2 := Real.sq_sqrt (by positivity)
  have hr0 : 0 < √(α ^ 2 + β ^ 2) := Real.sqrt_pos.2 (by positivity)
  generalize √(α ^ 2 + β ^ 2) = r at *
  have h1 : α < r := lt_of_pow_lt_pow_left₀ 2 hr0.le (by linarith [pow_pos hβ 2])
  have h2 : β < r := lt_of_pow_lt_pow_left₀ 2 hr0.le (by linarith [pow_pos hα 2])
  have h3 : r < α + β :=
    lt_of_pow_lt_pow_left₀ 2 (by linarith) (by nlinarith [mul_pos hα hβ])
  have h4 : |α - β| < r := abs_lt.2 ⟨by linarith, by linarith⟩
  -- the tangent terms at α + β and |α - β| cancel
  have t1 := cos_tangent hr0 hr (by linarith) (by linarith) h3.ne'
  have t2 := cos_tangent hr0 hr (abs_nonneg (α - β)) (by linarith) h4.ne
  rw [Real.cos_abs, sq_abs, Real.cos_sub] at t2
  rw [show r ^ 2 - (α + β) ^ 2 = -(r ^ 2 - (α - β) ^ 2) by linear_combination 2 * hr2,
    Real.cos_add] at t1
  linarith
```

## The phase falls short

Set $\alpha=ha$, $\beta=hb$ and $r=h\sqrt{a^2+b^2}$. Since $0<\alpha<\pi$, we have $|\cos\alpha|<1$, hence $-1<\cos\alpha\cos\beta<1$ and $0<t<\pi$. If $r<\pi$, the previous section gives $\cos\alpha\cos\beta>\cos r$, and the arccosine, which is strictly decreasing, turns this into $t<r$. If $r\ge\pi$, then $t<\pi\le r$.

In words, the theorem says that for positive $a$, $b$ and $h$ with $ha<\pi$, the split step has eigenvalues $e^{\pm it}$ with $0<t<h\sqrt{a^2+b^2}$. In the code `ha` names the hypothesis $0<a$, while the product is `h * a`, bounded by `hstep`. No upper limit is placed on $hb$. Some restriction on the step is needed for $t>0$, because $ha=hb=\pi$ gives $t=0$. The strict upper bound does not extend to $b=0$, where the splitting is exact.

```lean
/-- For positive `a`, `b`, `h` with `ha < π`, the split step has the eigenvalues `exp(±it)`
with `cos t = cos(ha) cos(hb)`, and `t` is positive and smaller than the exact phase
`h √(a² + b²)`. -/
theorem split_underestimates_gap {a b h : ℝ} (ha : 0 < a) (hb : 0 < b) (hh : 0 < h)
    (hstep : h * a < π) :
    (∀ z : ℂ, (z • (1 : Matrix (Fin 2) (Fin 2) ℂ) - splitStep a b h).det =
      (z - Complex.exp (splitPhase a b h * I)) *
        (z - Complex.exp (-splitPhase a b h * I))) ∧
    0 < splitPhase a b h ∧ splitPhase a b h < h * √(a ^ 2 + b ^ 2) := by
  have hα : 0 < h * a := mul_pos hh ha
  have hβ : 0 < h * b := mul_pos hh hb
  have hs := pow_pos (Real.sin_pos_of_pos_of_lt_pi hα hstep) 2
  have hsq : (Real.cos (h * a) * Real.cos (h * b)) ^ 2 =
      1 - Real.sin (h * a) ^ 2 - (Real.cos (h * a) * Real.sin (h * b)) ^ 2 := by
    linear_combination Real.cos (h * a) ^ 2 * Real.sin_sq_add_cos_sq (h * b)
      + Real.sin_sq_add_cos_sq (h * a)
  have hlt : (Real.cos (h * a) * Real.cos (h * b)) ^ 2 < 1 := by
    linarith [sq_nonneg (Real.cos (h * a) * Real.sin (h * b))]
  have hup : Real.cos (h * a) * Real.cos (h * b) < 1 := by nlinarith
  have hlow : -1 < Real.cos (h * a) * Real.cos (h * b) := by nlinarith
  refine ⟨split_eigenvalues a b h, Real.arccos_pos.2 hup, ?_⟩
  have hr : h * √(a ^ 2 + b ^ 2) = √((h * a) ^ 2 + (h * b) ^ 2) := by
    rw [show (h * a) ^ 2 + (h * b) ^ 2 = h ^ 2 * (a ^ 2 + b ^ 2) by ring,
      Real.sqrt_mul (sq_nonneg h), Real.sqrt_sq hh.le]
  rw [hr, splitPhase]
  rcases lt_or_ge √((h * a) ^ 2 + (h * b) ^ 2) π with hπ | hπ
  · have h1 := Real.arccos_lt_arccos (Real.neg_one_le_cos _) (cos_sqrt_lt hα hβ hπ) hup.le
    rwa [Real.arccos_cos (Real.sqrt_nonneg _) hπ.le] at h1
  · -- here the exact phase is at least π, while the split phase is below π
    have h1 := Real.arccos_lt_arccos le_rfl hlow hup.le
    rw [Real.arccos_neg_one] at h1
    exact h1.trans_le hπ

end

end SplitStepTwoLevel
```

```lean
#print axioms SplitStepTwoLevel.exact_eigenvalues
#print axioms SplitStepTwoLevel.split_underestimates_gap
```

```
'SplitStepTwoLevel.exact_eigenvalues' depends on axioms: [propext, Classical.choice, Quot.sound]
'SplitStepTwoLevel.split_underestimates_gap' depends on axioms: [propext, Classical.choice, Quot.sound]
```

## A quarter-turn example

Take $a=b=1$ and $h=\pi/4$. Then $\cos t=\cos^2(\pi/4)=1/2$, so $t=\pi/3$. The split step has the gap $2t/h=8/3\approx2.667$, while the Hamiltonian has $2\sqrt2\approx2.828$, so the splitting is about $5.7\%$ low.

In a real-time simulation of this model with constant $a$, $b$ and $0<ha,hb<\pi/2$, started in one of the two basis states, the populations recorded after each step oscillate at the angular frequency $2t/h$ instead of $2\sqrt{a^2+b^2}$. The oscillation is too slow, and a transition energy read from its frequency comes out too low. The sign of the error is established here for two levels only.
